# Partition function and end-to-end spin correlation of an open Ising chain

The theorem `transfer_sum` concerns a finite open Ising chain of `n + 1` spins ±1, with the same real dimensionless coupling `K` on each of its `n` nearest-neighbour bonds and no external field. It says that the sum over all configurations of the Boltzmann factor, times `a` plus `b` times the product of the two end spins, equals 2ⁿ⁺¹(a coshⁿ K + b sinhⁿ K), for all real `a` and `b`. Taking `a = 1`, `b = 0` gives the partition function, and `a = 0`, `b = 1` the unnormalised end-to-end correlation; their ratio, the normalised correlation, is tanhⁿ K. The proof is by induction on `n`: summing out the first spin leaves a sum of the same form over a chain one spin shorter, with new coefficients in place of `a` and `b`.

The first attempt, which Lean rejects:

```lean
import Mathlib

namespace TransferSum

noncomputable section

/-- The value `+1` or `-1` of an Ising spin. -/
def spin (b : Bool) : ℝ := if b then 1 else -1

/-- The Boltzmann factor of one bond is linear in the product of its two spins. -/
theorem bond_weight (K : ℝ) (a b : Bool) :
    Real.exp (K * (spin a * spin b)) =
      Real.cosh K + Real.sinh K * (spin a * spin b) := by
  cases a <;> cases b <;> simp [spin, Real.cosh_eq, Real.sinh_eq] <;> ring

/-- A sum over configurations splits into a sum over the first spin and over the others. -/
theorem sum_first_spin (n : ℕ) (f : (Fin (n + 2) → Bool) → ℝ) :
    ∑ s, f s = ∑ s : Fin (n + 1) → Bool,
      (f (Fin.cons (α := fun _ => Bool) true s) +
        f (Fin.cons (α := fun _ => Bool) false s)) := by
  rw [← (Fin.consEquiv (fun _ : Fin (n + 2) => Bool)).sum_comp f,
    Fintype.sum_prod_type_right]
  refine Finset.sum_congr rfl fun s _ => ?_
  rw [Fintype.sum_bool]
  rfl

/-- The Boltzmann sum of an open chain, weighted by `a + b` times the product of its two
end spins, in closed form. -/
theorem transfer_sum (K : ℝ) (n : ℕ) : ∀ a b : ℝ,
    ∑ s : Fin (n + 1) → Bool,
      Real.exp (K * ∑ i : Fin n, spin (s i.castSucc) * spin (s i.succ)) *
        (a + b * (spin (s (Fin.last n)) * spin (s 0))) =
      2 ^ (n + 1) * (a * Real.cosh K ^ n + b * Real.sinh K ^ n) := by
  have ht : spin true = 1 := by simp [spin]
  have hf : spin false = -1 := by simp [spin]
  induction n with
  | zero =>
    intro a b
    calc _ = ∑ _s : Fin (0 + 1) → Bool, (a + b) := by
          refine Finset.sum_congr rfl fun s _ => ?_
          have hsq : ∀ x : Bool, spin x * spin x = 1 := by
            intro x
            cases x <;> simp [spin]
          have hs : spin (s (Fin.last 0)) * spin (s 0) = 1 := hsq (s 0)
          rw [hs]
          simp
      _ = _ := by simp
  | succ n ih =>
    intro a b
    rw [sum_first_spin]
    -- summing out the first spin reproduces the same form with new coefficients
    calc _ = ∑ s : Fin (n + 1) → Bool,
          Real.exp (K * ∑ i : Fin n, spin (s i.castSucc) * spin (s i.succ)) *
            (2 * a * Real.cosh K +
              2 * b * Real.sinh K * (spin (s (Fin.last n)) * spin (s 0))) := by
          refine Finset.sum_congr rfl fun s _ => ?_
          have key : ∀ x : Bool, ∑ i : Fin (n + 1),
              spin (Fin.cons (α := fun _ => Bool) x s i.castSucc) *
                spin (Fin.cons (α := fun _ => Bool) x s i.succ) =
              spin x * spin (s 0) +
                ∑ i : Fin n, spin (s i.castSucc) * spin (s i.succ) := by
            intro x
            rw [Fin.sum_univ_succ]
            rfl
          have hl : ∀ x : Bool, Fin.cons (α := fun _ => Bool) x s (Fin.last (n + 1)) =
              s (Fin.last n) := fun _ => rfl
          have h0 : ∀ x : Bool, Fin.cons (α := fun _ => Bool) x s 0 = x := fun _ => rfl
          simp only [key, hl, h0, mul_add K, Real.exp_add, bond_weight, ht, hf]
          ring
      _ = _ := by
          rw [ih]
          ring

end

end TransferSum
```

The compiler's answer:

```
Main.lean:47:15: error: unsolved goals
K : ℝ
ht : spin true = 1
hf : spin false = -1
a b : ℝ
⊢ 2 * a + 2 * b = 2 * (a + b)
Try this:
  [apply] ring_nf
  
  The `ring` tactic failed to close the goal. Use `ring_nf` to obtain a normal form.
    
  Note that `ring` works primarily in *commutative* rings. If you have a noncommutative ring, abelian group or module, consider using `noncomm_ring`, `abel` or `module` instead.
Main.lean:55:77: error: unsolved goals
K : ℝ
ht : spin true = 1
hf : spin false = -1
n : ℕ
ih :
  ∀ (a b : ℝ),
    ∑ s, Real.exp (K * ∑ i, spin (s i.castSucc) * spin (s i.succ)) * (a + b * (spin (s (Fin.last n)) * spin (s 0))) =
      2 ^ (n + 1) * (a * Real.cosh K ^ n + b * Real.sinh K ^ n)
a b : ℝ
s : Fin (n + 1) → Bool
x✝ : s ∈ Finset.univ
key :
  ∀ (x : Bool),
    ∑ i, spin (Fin.cons x s i.castSucc) * spin (Fin.cons x s i.succ) =
      spin x * spin (s 0) + ∑ i, spin (s i.castSucc) * spin (s i.succ)
hl : ∀ (x : Bool), Fin.cons x s (Fin.last (n + 1)) = s (Fin.last n)
h0 : ∀ (x : Bool), Fin.cons x s 0 = x
⊢ Real.exp (K * spin (s 0)) * Real.exp (K * ∑ x, spin (s x.castSucc) * spin (s x.succ)) * a +
          Real.exp (K * spin (s 0)) * Real.exp (K * ∑ x, spin (s x.castSucc) * spin (s x.succ)) * b *
            spin (s (Fin.last n)) +
        Real.exp (K * ∑ x, spin (s x.castSucc) * spin (s x.succ)) * a * Real.exp (-(K * spin (s 0))) -
      Real.exp (K * ∑ x, spin (s x.castSucc) * spin (s x.succ)) * b * spin (s (Fin.last n)) *
        Real.exp (-(K * spin (s 0))) =
    spin (s 0) * Real.exp (K * ∑ x, spin (s x.castSucc) * spin (s x.succ)) * b * spin (s (Fin.last n)) * Real.sinh K *
        2 +
      Real.exp (K * ∑ x, spin (s x.castSucc) * spin (s x.succ)) * a * Real.cosh K * 2
Main.lean:68:59: warning: This simp argument is unused:
  bond_weight

Hint: Omit it from the simp argument list.
  [apply] simp only [key, hl, h0, mul_add K, Real.exp_add, ht, hf]

Note: This linter can be disabled with `set_option linter.unusedSimpArgs false`
```

What went wrong. The first error is in the base case. `simp` evaluates both sides but leaves `2 * a + 2 * b = 2 * (a + b)`, which is true by distributivity; the added `ring` proves it.

The second error is in the induction step, and the warning that `bond_weight` is unused points to its cause. That lemma rewrites an exponential whose exponent has the form `K * (spin a * spin b)`. In the same `simp only` call, `ht` and `hf` replaced `spin true` and `spin false` by `1` and `-1` inside the exponent, so the product of two `spin` terms was gone before `bond_weight` could match it. The exponentials of `K * spin (s 0)` and its negative therefore stayed, and `ring` cannot turn them into the `Real.cosh K` and `Real.sinh K` of the right-hand side. The advice to try `ring_nf` comes from this failure and would not help, since the missing fact is not a ring identity.

The repair moves `ht` and `hf` to a second `simp only`. `bond_weight` now acts first, the numerical values go in afterwards, and what remains is algebra that `ring` can do.

Lean accepts the file once it reads:

```diff
@@ -45,5 +45,7 @@
           rw [hs]
           simp
-      _ = _ := by simp
+      _ = _ := by
+          simp
+          ring
   | succ n ih =>
     intro a b
@@ -66,5 +68,6 @@
               s (Fin.last n) := fun _ => rfl
           have h0 : ∀ x : Bool, Fin.cons (α := fun _ => Bool) x s 0 = x := fun _ => rfl
-          simp only [key, hl, h0, mul_add K, Real.exp_add, bond_weight, ht, hf]
+          simp only [key, hl, h0, mul_add K, Real.exp_add, bond_weight]
+          simp only [ht, hf]
           ring
       _ = _ := by
```
